# At fixed nonzero edge lengths, a unit cell has its largest volume exactly when its edges are orthogonal

Multiply the three edge lengths of the primitive cell of a face-centred cubic crystal and the result is not its volume. If the conventional cube has edge $L$, the primitive edges have length $L/\sqrt2$ and meet at $60^\circ$. Their product is $L^3/(2\sqrt2)$, while the cell's volume is $L^3/4$. A density computed from the product comes out too small by a factor $\sqrt2$. The error always has this sign: the product of the lengths is never smaller than the volume, and for nonzero edges the two agree only when all three angles are right angles.

Let $\mathbf a,\mathbf b,\mathbf c$ be vectors in $\mathbb R^3$, the edges of the cell, and let $V=|\mathbf a\cdot(\mathbf b\times\mathbf c)|$ be its volume. Then
$$V\le|\mathbf a|\,|\mathbf b|\,|\mathbf c| ,$$
and if none of the edges is zero, equality holds if and only if $\mathbf a\cdot\mathbf b=\mathbf b\cdot\mathbf c=\mathbf a\cdot\mathbf c=0$.

In periodic simulations the cell volume enters the density and the normalisation of plane waves; the result concerns only this geometric factor, for three given real edge vectors, and does not say which cell shape is energetically preferred.

## The volume deficit as a sum of two nonnegative terms

Two standard identities are enough. For any vectors $\mathbf u,\mathbf v$,
$$|\mathbf u|^2|\mathbf v|^2=(\mathbf u\cdot\mathbf v)^2+|\mathbf u\times\mathbf v|^2 ,$$
and the double cross product is
$$\mathbf a\times(\mathbf b\times\mathbf c)=(\mathbf a\cdot\mathbf c)\,\mathbf b-(\mathbf a\cdot\mathbf b)\,\mathbf c=:\mathbf w .$$

Apply the first identity to $\mathbf b,\mathbf c$ and multiply by $|\mathbf a|^2$:
$$|\mathbf a|^2|\mathbf b|^2|\mathbf c|^2=|\mathbf a|^2(\mathbf b\cdot\mathbf c)^2+|\mathbf a|^2|\mathbf b\times\mathbf c|^2 .$$
Apply it again to $\mathbf a$ and $\mathbf b\times\mathbf c$. The last term becomes $V^2+|\mathbf w|^2$, so
$$|\mathbf a|^2|\mathbf b|^2|\mathbf c|^2-V^2=|\mathbf a|^2(\mathbf b\cdot\mathbf c)^2+|\mathbf w|^2 .$$
The right-hand side is nonnegative. Since $V$ and the product of the lengths are nonnegative too, taking square roots gives the bound.

Now suppose that equality holds and that no edge is zero. Both terms on the right must vanish. From the first, $\mathbf b\cdot\mathbf c=0$, because $\mathbf a\ne0$. From the second, $\mathbf w=0$, and projecting on $\mathbf b$ and on $\mathbf c$ gives
$$0=\mathbf b\cdot\mathbf w=(\mathbf a\cdot\mathbf c)|\mathbf b|^2,\qquad 0=\mathbf c\cdot\mathbf w=-(\mathbf a\cdot\mathbf b)|\mathbf c|^2 .$$
Since $\mathbf b$ and $\mathbf c$ are nonzero, $\mathbf a\cdot\mathbf c=0$ and $\mathbf a\cdot\mathbf b=0$. Conversely, if the three dot products vanish, so does the deficit, and equality follows. Each edge has to be nonzero: with $\mathbf a=0$, both sides of the bound are zero whatever the angle between $\mathbf b$ and $\mathbf c$.

To turn this into a statement about the largest volume, one needs a cell that attains the bound. The box with edges $(x,0,0)$, $(0,y,0)$, $(0,0,z)$ has lengths $x,y,z\ge0$ and volume $xyz$. If a cell with nonzero edges is the largest among those with its edge lengths, it is at least as large as the box with those lengths, so it attains the bound and its edges are orthogonal. If its edges are orthogonal, it attains the bound, which no cell with the same lengths can exceed.

## Volume from lengths and angles

Let $M$ be the matrix with rows $\mathbf a,\mathbf b,\mathbf c$. Then $V=|\det M|$, and $V^2=\det(MM^{\mathsf T})$ is the determinant of the metric tensor, the matrix of dot products of the edges:
$$V^2=|\mathbf a|^2|\mathbf b|^2|\mathbf c|^2+2(\mathbf a\cdot\mathbf b)(\mathbf b\cdot\mathbf c)(\mathbf a\cdot\mathbf c)-|\mathbf a|^2(\mathbf b\cdot\mathbf c)^2-|\mathbf b|^2(\mathbf a\cdot\mathbf c)^2-|\mathbf c|^2(\mathbf a\cdot\mathbf b)^2 .$$
Let $\alpha$ be the angle between $\mathbf b$ and $\mathbf c$, $\beta$ that between $\mathbf a$ and $\mathbf c$, and $\gamma$ that between $\mathbf a$ and $\mathbf b$. Inserting $\mathbf b\cdot\mathbf c=|\mathbf b||\mathbf c|\cos\alpha$ and its two analogues, every term acquires the factor $|\mathbf a|^2|\mathbf b|^2|\mathbf c|^2$. For nonzero edges the remaining factor is therefore nonnegative, and
$$V=|\mathbf a||\mathbf b||\mathbf c|\sqrt{1-\cos^2\alpha-\cos^2\beta-\cos^2\gamma+2\cos\alpha\cos\beta\cos\gamma}.$$
With $\alpha=\gamma=\pi/2$ the root is $\sqrt{1-\cos^2\beta}=|\sin\beta|$, which is $\sin\beta$ for $0\le\beta\le\pi$. This is the monoclinic formula. For the face-centred cubic cell, all three cosines are $1/2$ and the root is $1/\sqrt2$, the ratio of the volume $L^3/4$ to the product of the lengths $L^3/(2\sqrt2)$.

## Edges, lengths and volume in Lean

```lean
import Mathlib

open Matrix

namespace CellVolumeBound

noncomputable section
```

An edge is a function `Fin 3 → ℝ`, that is, a triple of real Cartesian components. Fractional coordinates would not do, because the dot product `⬝ᵥ` is the plain sum of products of components.

```lean
/-- The Euclidean length of a cell edge. -/
def edgeLength (a : Fin 3 → ℝ) : ℝ := √(a ⬝ᵥ a)
```

The length is defined through the dot product because Mathlib's built-in norm on `Fin 3 → ℝ` is the largest absolute component, not the Euclidean length.

```lean
/-- The volume of the cell spanned by three edges: the absolute value of their triple product. -/
def cellVolume (a b c : Fin 3 → ℝ) : ℝ := |a ⬝ᵥ (b ⨯₃ c)|
```

The absolute value makes the volume independent of the handedness of the edges. Nothing requires the edges to be linearly independent, so flat cells of volume zero are included.

```lean
/-- The dot product of a vector with itself is nonnegative. -/
theorem dot_self_nonneg (a : Fin 3 → ℝ) : 0 ≤ a ⬝ᵥ a :=
  Finset.sum_nonneg fun i _ => mul_self_nonneg (a i)

/-- The squared edge length is the dot product of the edge with itself. -/
theorem edgeLength_sq (a : Fin 3 → ℝ) : edgeLength a ^ 2 = a ⬝ᵥ a :=
  Real.sq_sqrt (dot_self_nonneg a)
```

The first lemma says that $\mathbf a\cdot\mathbf a$ is nonnegative, because it is a sum of squares. The second uses this to undo the square root, so that later proofs can work with squared lengths.

## The bound and its equality case

```lean
/-- The product of the squared edge lengths, written as dot products, minus the squared cell volume
equals `(a ⬝ᵥ a) * (b ⬝ᵥ c) ^ 2` plus the dot product of the vector `(a ⬝ᵥ c) • b - (a ⬝ᵥ b) • c`
with itself. -/
theorem volume_deficit (a b c : Fin 3 → ℝ) :
    (a ⬝ᵥ a) * (b ⬝ᵥ b) * (c ⬝ᵥ c) - cellVolume a b c ^ 2 =
      (a ⬝ᵥ a) * (b ⬝ᵥ c) ^ 2 +
        ((a ⬝ᵥ c) • b - (a ⬝ᵥ b) • c) ⬝ᵥ ((a ⬝ᵥ c) • b - (a ⬝ᵥ b) • c) := by
  simp only [cellVolume, sq_abs, cross_apply, dotProduct, Fin.sum_univ_three,
    Pi.sub_apply, Pi.smul_apply, smul_eq_mul, Matrix.cons_val]
  ring
```

This is the deficit identity, with the squared lengths written as dot products and $|\mathbf w|^2$ as $\mathbf w\cdot\mathbf w$. The proof takes a more direct route than the two vector identities: `simp only` writes everything in the nine components, with `sq_abs` removing the absolute value under the square, and `ring` confirms that the two polynomials agree.

```lean
/-- The volume of a cell is at most the product of its three edge lengths. -/
theorem cellVolume_le (a b c : Fin 3 → ℝ) :
    cellVolume a b c ≤ edgeLength a * edgeLength b * edgeLength c := by
  have hP : 0 ≤ edgeLength a * edgeLength b * edgeLength c :=
    mul_nonneg (mul_nonneg (Real.sqrt_nonneg _) (Real.sqrt_nonneg _)) (Real.sqrt_nonneg _)
  have hsq : cellVolume a b c ^ 2 ≤ (edgeLength a * edgeLength b * edgeLength c) ^ 2 := by
    rw [mul_pow, mul_pow, edgeLength_sq, edgeLength_sq, edgeLength_sq]
    -- both terms of the deficit are nonnegative
    have hd := volume_deficit a b c
    have h1 := mul_nonneg (dot_self_nonneg a) (sq_nonneg (b ⬝ᵥ c))
    have h2 := dot_self_nonneg ((a ⬝ᵥ c) • b - (a ⬝ᵥ b) • c)
    linarith
  exact (le_abs_self _).trans (abs_le_of_sq_le_sq hsq hP)
```

The bound holds for all edges, including zero ones. The facts `h1` and `h2` say that the two terms of the deficit are nonnegative, and `linarith` combines them with the identity to compare the squares. Since the product of lengths is nonnegative (`hP`), the comparison passes to the quantities themselves.

```lean
/-- For nonzero edges, the cell volume equals the product of the edge lengths if and only if
the edges are pairwise orthogonal. -/
theorem cellVolume_eq_iff {a b c : Fin 3 → ℝ} (ha : a ≠ 0) (hb : b ≠ 0) (hc : c ≠ 0) :
    cellVolume a b c = edgeLength a * edgeLength b * edgeLength c ↔
      a ⬝ᵥ b = 0 ∧ b ⬝ᵥ c = 0 ∧ a ⬝ᵥ c = 0 := by
  have hd := volume_deficit a b c
  constructor
  · intro h
    rw [h, mul_pow, mul_pow, edgeLength_sq, edgeLength_sq, edgeLength_sq, sub_self] at hd
    -- a vanishing sum of nonnegative terms: each term vanishes
    have h1 := mul_nonneg (dot_self_nonneg a) (sq_nonneg (b ⬝ᵥ c))
    have h2 := dot_self_nonneg ((a ⬝ᵥ c) • b - (a ⬝ᵥ b) • c)
    have h3 : (a ⬝ᵥ a) * (b ⬝ᵥ c) ^ 2 = 0 := by linarith
    have hw : (a ⬝ᵥ c) • b - (a ⬝ᵥ b) • c = 0 :=
      dotProduct_self_eq_zero.mp (by linarith)
    have hbc : b ⬝ᵥ c = 0 :=
      (pow_eq_zero_iff two_ne_zero).mp
        ((mul_eq_zero.mp h3).resolve_left fun h => ha (dotProduct_self_eq_zero.mp h))
    -- project the vanishing vector on b and on c
    have e1 : b ⬝ᵥ ((a ⬝ᵥ c) • b - (a ⬝ᵥ b) • c) = 0 := by rw [hw, dotProduct_zero]
    have e2 : c ⬝ᵥ ((a ⬝ᵥ c) • b - (a ⬝ᵥ b) • c) = 0 := by rw [hw, dotProduct_zero]
    rw [dotProduct_sub, dotProduct_smul, dotProduct_smul, hbc, smul_zero, sub_zero,
      smul_eq_mul] at e1
    rw [dotProduct_sub, dotProduct_smul, dotProduct_smul, dotProduct_comm c b, hbc,
      smul_zero, zero_sub, neg_eq_zero, smul_eq_mul] at e2
    exact ⟨(mul_eq_zero.mp e2).resolve_right fun h => hc (dotProduct_self_eq_zero.mp h), hbc,
      (mul_eq_zero.mp e1).resolve_right fun h => hb (dotProduct_self_eq_zero.mp h)⟩
  · rintro ⟨hab, hbc, hac⟩
    simp only [hab, hbc, hac, zero_smul, sub_zero, dotProduct_zero] at hd
    have hP : 0 ≤ edgeLength a * edgeLength b * edgeLength c :=
      mul_nonneg (mul_nonneg (Real.sqrt_nonneg _) (Real.sqrt_nonneg _)) (Real.sqrt_nonneg _)
    refine (sq_eq_sq₀ (abs_nonneg _) hP).mp ?_

    rw [mul_pow, mul_pow, edgeLength_sq, edgeLength_sq, edgeLength_sq]
    linarith
```

The hypotheses `ha`, `hb` and `hc` state that the edges are nonzero, and each is used once in the forward direction. Assuming equality, the left side of `hd` becomes zero. Then `h3` and `hw` record that each term vanishes, and `hbc` extracts $\mathbf b\cdot\mathbf c=0$ using `ha`. The projections on $\mathbf b$ and $\mathbf c$ are `e1` and `e2`; after simplification they read $(\mathbf a\cdot\mathbf c)|\mathbf b|^2=0$ and $(\mathbf a\cdot\mathbf b)|\mathbf c|^2=0$, and `hb` and `hc` finish the argument. In the reverse direction the vanishing dot products remove the right side of `hd`, and `sq_eq_sq₀` passes from equal squares to equal nonnegative numbers.

## The largest cell with given edge lengths

```lean
/-- The box with edges along the coordinate axes has any prescribed nonnegative edge lengths
`x`, `y`, `z`, and its volume is their product. -/
theorem box_lengths_and_volume {x y z : ℝ} (hx : 0 ≤ x) (hy : 0 ≤ y) (hz : 0 ≤ z) :
    edgeLength ![x, 0, 0] = x ∧ edgeLength ![0, y, 0] = y ∧ edgeLength ![0, 0, z] = z ∧
      cellVolume ![x, 0, 0] ![0, y, 0] ![0, 0, z] = x * y * z := by
  refine ⟨?_, ?_, ?_, ?_⟩
  · simp [edgeLength, dotProduct, Fin.sum_univ_three, Real.sqrt_mul_self hx]
  · simp [edgeLength, dotProduct, Fin.sum_univ_three, Real.sqrt_mul_self hy]
  · simp [edgeLength, dotProduct, Fin.sum_univ_three, Real.sqrt_mul_self hz]
  · simp [cellVolume, cross_apply, dotProduct, Fin.sum_univ_three, abs_mul,
      abs_of_nonneg hx, abs_of_nonneg hy, abs_of_nonneg hz, mul_assoc]
```

The theorem gives the lengths and the volume of the axis-aligned box. Each part is a direct computation in components.

```lean
/-- A cell with nonzero edges has the largest volume among all cells with the same three edge
lengths if and only if its edges are pairwise orthogonal. -/
theorem largest_volume_iff_orthogonal {a b c : Fin 3 → ℝ}
    (ha : a ≠ 0) (hb : b ≠ 0) (hc : c ≠ 0) :
    (∀ a' b' c' : Fin 3 → ℝ, edgeLength a' = edgeLength a → edgeLength b' = edgeLength b →
      edgeLength c' = edgeLength c → cellVolume a' b' c' ≤ cellVolume a b c) ↔
      a ⬝ᵥ b = 0 ∧ b ⬝ᵥ c = 0 ∧ a ⬝ᵥ c = 0 := by
  rw [← cellVolume_eq_iff ha hb hc]
  constructor
  · intro h
    -- compare with the box of the same edge lengths
    obtain ⟨h1, h2, h3, h4⟩ := box_lengths_and_volume (x := edgeLength a)
      (y := edgeLength b) (z := edgeLength c)
      (Real.sqrt_nonneg _) (Real.sqrt_nonneg _) (Real.sqrt_nonneg _)
    exact le_antisymm (cellVolume_le a b c) (h4.ge.trans (h _ _ _ h1 h2 h3))
  · intro h a' b' c' e1 e2 e3
    rw [h, ← e1, ← e2, ← e3]
    exact cellVolume_le a' b' c'
```

The left side of the equivalence says that no triple `a'`, `b'`, `c'` with the same lengths, matched edge by edge, spans a larger volume. The first rewrite replaces orthogonality by attainment of the bound. What remains are the two comparisons made above: with the box in one direction, and with an arbitrary competitor in the other.

Orthogonality here is a metric condition. It is met by the conventional cells of orthorhombic, tetragonal and cubic crystals alike, whereas the crystal system itself is determined by symmetry, which the theorem does not address.

## The metric tensor and the angle formulas

```lean
/-- The squared cell volume is the determinant of the metric tensor, the matrix of dot products
of the edges. -/
theorem cellVolume_sq_eq_det (a b c : Fin 3 → ℝ) :
    cellVolume a b c ^ 2 =
      (!![a ⬝ᵥ a, a ⬝ᵥ b, a ⬝ᵥ c; a ⬝ᵥ b, b ⬝ᵥ b, b ⬝ᵥ c; a ⬝ᵥ c, b ⬝ᵥ c, c ⬝ᵥ c]).det := by
  rw [Matrix.det_fin_three]
  simp only [cellVolume, sq_abs, cross_apply, dotProduct, Fin.sum_univ_three,
    Matrix.of_apply, Matrix.cons_val', Matrix.cons_val]
  ring
```

The symmetric matrix on the right is the metric tensor. The determinant is expanded by `Matrix.det_fin_three`, and `ring` again compares polynomials in the components, in place of the factorisation $MM^{\mathsf T}$.

```lean
/-- The triclinic volume formula: the cell volume in terms of the edge lengths and the angles
`α` between `b` and `c`, `β` between `a` and `c`, and `γ` between `a` and `b`. -/
theorem cellVolume_triclinic {a b c : Fin 3 → ℝ} {α β γ : ℝ}
    (hα : b ⬝ᵥ c = edgeLength b * edgeLength c * Real.cos α)
    (hβ : a ⬝ᵥ c = edgeLength a * edgeLength c * Real.cos β)
    (hγ : a ⬝ᵥ b = edgeLength a * edgeLength b * Real.cos γ) :
    cellVolume a b c = edgeLength a * edgeLength b * edgeLength c *
      √(1 - Real.cos α ^ 2 - Real.cos β ^ 2 - Real.cos γ ^ 2
        + 2 * Real.cos α * Real.cos β * Real.cos γ) := by
  have hP : 0 ≤ edgeLength a * edgeLength b * edgeLength c :=
    mul_nonneg (mul_nonneg (Real.sqrt_nonneg _) (Real.sqrt_nonneg _)) (Real.sqrt_nonneg _)
  have hV : 0 ≤ cellVolume a b c := abs_nonneg _
  -- the metric determinant factors into squared lengths and an angular part
  have hsq : cellVolume a b c ^ 2 = (edgeLength a * edgeLength b * edgeLength c) ^ 2 *
      (1 - Real.cos α ^ 2 - Real.cos β ^ 2 - Real.cos γ ^ 2
        + 2 * Real.cos α * Real.cos β * Real.cos γ) := by
    rw [cellVolume_sq_eq_det, Matrix.det_fin_three]
    simp only [Matrix.of_apply, Matrix.cons_val', Matrix.cons_val]
    rw [hα, hβ, hγ, ← edgeLength_sq a, ← edgeLength_sq b, ← edgeLength_sq c]
    ring
  rw [← Real.sqrt_sq hV, hsq, Real.sqrt_mul (sq_nonneg _), Real.sqrt_sq hP]
```

The angles enter through the equations `hα`, `hβ` and `hγ`, which are the usual relation between a dot product and the enclosed angle, written without division. No range is imposed on them, since only their cosines appear. The step `hsq` inserts these equations into the metric determinant and pulls out the squared product of lengths; the last line takes the square root. Zero edges are allowed: at least two of the angles are then arbitrary and the radicand may be negative, where Lean's square root returns zero, but the prefactor is zero anyway and the formula reads $0=0$.

```lean
/-- The monoclinic volume formula: if `b` is orthogonal to `a` and `c`, and `a` and `c` enclose
the angle `β` between `0` and `π`, the volume is the product of the edge lengths and `sin β`. -/
theorem cellVolume_monoclinic {a b c : Fin 3 → ℝ} {β : ℝ}
    (hab : a ⬝ᵥ b = 0) (hbc : b ⬝ᵥ c = 0)
    (hβ : a ⬝ᵥ c = edgeLength a * edgeLength c * Real.cos β)
    (h0 : 0 ≤ β) (hπ : β ≤ Real.pi) :
    cellVolume a b c = edgeLength a * edgeLength b * edgeLength c * Real.sin β := by
  have h := cellVolume_triclinic (α := Real.pi / 2) (γ := Real.pi / 2)
    (by rw [hbc, Real.cos_pi_div_two, mul_zero]) hβ
    (by rw [hab, Real.cos_pi_div_two, mul_zero])
  have hs : 1 - (0 : ℝ) ^ 2 - Real.cos β ^ 2 - 0 ^ 2 + 2 * 0 * Real.cos β * 0
      = Real.sin β ^ 2 := by
    linear_combination -Real.sin_sq_add_cos_sq β
  rw [h, Real.cos_pi_div_two, hs, Real.sqrt_sq (Real.sin_nonneg_of_nonneg_of_le_pi h0 hπ)]

end

end CellVolumeBound
```

Here $\mathbf b$ is the edge perpendicular to the other two, the common monoclinic setting. The proof applies the triclinic formula with `Real.pi / 2` for $\alpha$ and $\gamma$, and `hs` reduces the radicand to $\sin^2\beta$. The hypotheses `h0` and `hπ` restrict $\beta$ to the range of an angle between two vectors, where the sine is nonnegative and the root of its square is the sine itself.

```lean
#print axioms CellVolumeBound.largest_volume_iff_orthogonal
#print axioms CellVolumeBound.cellVolume_monoclinic
```

```
'CellVolumeBound.largest_volume_iff_orthogonal' depends on axioms: [propext, Classical.choice, Quot.sound]
'CellVolumeBound.cellVolume_monoclinic' depends on axioms: [propext, Classical.choice, Quot.sound]
```
